# A lower bound on the weight difference between two sets of orbitals, when the weights lie in [0, 1] and sum to the size of the first

Each orbital j of a finite collection has a real weight p_j between 0 and 1, and the weights sum to the number of orbitals in a selected set J. Write d for the weight missing from J, that is, the number of its orbitals minus the sum of their weights. The theorem `overlap_gap` states that, for any set K of orbitals, the weight of J minus the weight of K is at least |J \ K| − 2d, where |J \ K| counts the orbitals of J absent from K. The proof bounds the weight of J \ K from below by |J \ K| − d and the weight of K \ J from above by the total weight minus that of J, which is d. It then tries to split J and K into their common part and the rest, so that the common part cancels.

An attempt in Lean 4 with a fault in it:

```lean
import Mathlib

open Finset

namespace OverlapGap

noncomputable section

variable {ι : Type*} [Fintype ι] [DecidableEq ι]

omit [Fintype ι] [DecidableEq ι] in
/-- If no weight exceeds one, a part `A` of the selected set `J` carries at least its number of
orbitals minus the weight missing from `J`. -/
theorem card_sub_deficit_le {p : ι → ℝ} (h1 : ∀ j, p j ≤ 1) {A J : Finset ι} (hA : A ⊆ J) :
    (A.card : ℝ) - (J.card - ∑ j ∈ J, p j) ≤ ∑ j ∈ A, p j := by
  -- the missing weights `1 - p j` are nonnegative, so `A` misses no more than `J`
  have h := Finset.sum_le_sum_of_subset_of_nonneg (f := fun i => 1 - p i) hA
    (fun i _ _ => sub_nonneg.2 (h1 i))
  simp only [Finset.sum_sub_distrib, Finset.sum_const, nsmul_eq_mul, mul_one] at h
  linarith

/-- If all weights are nonnegative, a set of orbitals disjoint from `J` carries at most the total
weight minus the weight of `J`. -/
theorem sum_le_remainder {p : ι → ℝ} (h0 : ∀ j, 0 ≤ p j) {A J : Finset ι}
    (hA : Disjoint A J) : ∑ j ∈ A, p j ≤ ∑ j, p j - ∑ j ∈ J, p j := by
  have h : ∑ j ∈ A ∪ J, p j ≤ ∑ j, p j :=
    Finset.sum_le_sum_of_subset_of_nonneg (Finset.subset_univ _) (fun i _ _ => h0 i)
  rw [Finset.sum_union hA] at h
  linarith

/-- For weights in `[0, 1]` whose sum is the number of orbitals in `J`, the weight of `J` exceeds
that of any set `K` by at least the number of orbitals of `J` absent from `K`, minus twice the
weight missing from `J`. -/
theorem overlap_gap {p : ι → ℝ} (h0 : ∀ j, 0 ≤ p j) (h1 : ∀ j, p j ≤ 1) {J : Finset ι}
    (hsum : ∑ j, p j = J.card) (K : Finset ι) :
    ((J \ K).card : ℝ) - 2 * (J.card - ∑ j ∈ J, p j) ≤ ∑ j ∈ J, p j - ∑ j ∈ K, p j := by
  have hin := card_sub_deficit_le h1 (Finset.sdiff_subset : J \ K ⊆ J)
  have hout := sum_le_remainder h0 (Finset.sdiff_disjoint : Disjoint (K \ J) J)
  -- the common orbitals cancel in the comparison
  have hJ := Finset.sum_inter_add_sum_diff J K p
  have hK := Finset.sum_inter_add_sum_diff K J p
  rw [Finset.inter_comm K J] at hK
  linarith

end

end OverlapGap
```

The compiler's answer:

```
Main.lean:40:13: error(lean.unknownIdentifier): Unknown constant `Finset.sum_inter_add_sum_diff`
Main.lean:36:86: error: unsolved goals
ι : Type u_1
inst✝¹ : Fintype ι
inst✝ : DecidableEq ι
p : ι → ℝ
h0 : ∀ (j : ι), 0 ≤ p j
h1 : ∀ (j : ι), p j ≤ 1
J : Finset ι
hsum : ∑ j, p j = ↑(#J)
K : Finset ι
hin : ↑(#(J \ K)) - (↑(#J) - ∑ j ∈ J, p j) ≤ ∑ j ∈ J \ K, p j
hout : ∑ j ∈ K \ J, p j ≤ ∑ j, p j - ∑ j ∈ J, p j
⊢ ↑(#(J \ K)) - 2 * (↑(#J) - ∑ j ∈ J, p j) ≤ ∑ j ∈ J, p j - ∑ j ∈ K, p j
```

What went wrong. The first message says that no constant named `Finset.sum_inter_add_sum_diff` exists in the environment. The lemma wanted here says that the sum over `J ∩ K` plus the sum over `J \ K` is the sum over `J`, and its name in this Mathlib is `Finset.sum_inter_add_sum_sdiff`, with `sdiff` in place of `diff`.

The second message follows from the first. The proof broke off at `hJ`, so the goal was left open; the context printed has the two bounds `hin` and `hout`, but neither `hJ` nor `hK`.

The diff corrects the name in both lines and leaves the arguments as they were. The line for `hK` needs the change too, though no message mentions it, because it used the same missing name. With both splittings available, the existing `rw` writes the common part as `J ∩ K` in each, and `linarith` can cancel it and combine the two bounds with `hsum`.

This version goes through:

```diff
@@ -38,6 +38,6 @@
   have hout := sum_le_remainder h0 (Finset.sdiff_disjoint : Disjoint (K \ J) J)
   -- the common orbitals cancel in the comparison
-  have hJ := Finset.sum_inter_add_sum_diff J K p
-  have hK := Finset.sum_inter_add_sum_diff K J p
+  have hJ := Finset.sum_inter_add_sum_sdiff J K p
+  have hK := Finset.sum_inter_add_sum_sdiff K J p
   rw [Finset.inter_comm K J] at hK
   linarith
```
